# A finite-level state that becomes orthogonal at the Mandelstam–Tamm limit has two occupied energies, each of weight 1/2

Let finitely many distinct energies E_j have probabilities p_j > 0 that sum to 1, and let s be the standard deviation of the energy. If the state is orthogonal to its initial form at a time t with s t = π/2, there are exactly two levels, each has probability 1/2, and their separation is π/t. Units have ħ = 1.

The setting is a pure state under a time-independent Hamiltonian. The Mandelstam–Tamm relation also bounds the overlap at intermediate times and the rate of change of general observables; the subject here is the first arrival at zero overlap that it permits. The levels are indexed by a finite type `ι`, so continuous spectra and infinitely many levels are not covered.

```lean
import Mathlib

open scoped Real

namespace MandelstamTammEquality

noncomputable section

variable {ι : Type*} [Fintype ι]
```

## Populations, spread and survival amplitude

Expand the initial state in energy eigenstates with coefficients c_j, and put p_j = |c_j|². The mean energy is

m = ∑ p_j E_j.

```lean
/-- Mean energy of a state with level populations `p` and energies `E`. -/
def meanEnergy (p E : ι → ℝ) : ℝ := ∑ j, p j * E j
```

The spread is the standard deviation of the energy,

s = √(∑ p_j (E_j − m)²).

```lean
/-- Energy spread: the square root of the energy variance. -/
def energySpread (p E : ι → ℝ) : ℝ :=
  Real.sqrt (∑ j, p j * (E j - meanEnergy p E) ^ 2)
```

The overlap of the initial state with the evolved one depends only on populations and energies:

A(t) = ∑ p_j exp(−i E_j t).

```lean
/-- Survival amplitude `∑ p_j exp(-i E_j t)`, the overlap of the initial state with the
state at time `t` (in units with `ħ = 1`). -/
def amplitude (p E : ι → ℝ) (t : ℝ) : ℂ :=
  ∑ j, (p j : ℂ) * Complex.exp (-Complex.I * E j * t)
```

These definitions accept any real p_j. Positivity and normalisation enter as hypotheses of the theorems.

## A parabola that touches the cosine at ±π/2

The argument rests on the inequality

π² − 4x² ≤ 4π cos x, with equality only at x = ±π/2.

For x ≥ 0 there are three ranges.

- If 0 ≤ x ≤ 1, use cos x ≥ 1 − x²/2. The gap between the two sides is then at least (2π − 4)(1 − x²) + (2π + 4 − π²). The first term is non-negative and the second is positive.
- If 1 < x < π/2, put z = π/2 − x, so that cos x = sin z > z − z³/4. The parabola equals 4πz − 4z², and the gap exceeds z²(4 − πz) ≥ 0.
- If x > π/2, then sin(x − π/2) < x − π/2 gives cos x > π/2 − x, and the gap exceeds (π − 2x)² ≥ 0.

In Lean, `nlinarith` closes the first and third ranges, with decimal bounds on π in the first.

```lean
/-- For `x ≥ 0` other than `π/2`, the parabola `π² - 4x²` lies strictly below `4π cos x`. -/
theorem parabola_lt_cos_of_nonneg {x : ℝ} (hx : 0 ≤ x) (hne : x ≠ π / 2) :
    π ^ 2 - 4 * x ^ 2 < 4 * π * Real.cos x := by
  have hp := Real.pi_pos
  have h1 := Real.pi_gt_d2
  have h2 := Real.pi_lt_d2
  have h4 : 0 < 4 * π := by positivity
  rcases lt_or_gt_of_ne hne with hlt | hgt
  · rcases le_or_gt x 1 with hx1 | hx1
    · -- near the origin the quadratic bound on the cosine is enough
      have hc := mul_le_mul_of_nonneg_left (Real.one_sub_sq_div_two_le_cos (x := x)) h4.le
      have hx2 : 0 ≤ 1 - x ^ 2 := by nlinarith
      have ha : 0 ≤ (2 * π - 4) * (1 - x ^ 2) := mul_nonneg (by linarith) hx2
      have hb : 0 < (π - 3.14) * (3.15 - π) := mul_pos (by linarith) (by linarith)
      nlinarith
    · -- close to the contact point, expand the sine of the distance to it
      obtain ⟨z, hz⟩ : ∃ z, z = π / 2 - x := ⟨_, rfl⟩
      have hz0 : 0 < z := by linarith
      have hz1 : z ≤ 1 := by linarith
      have hs : z - z ^ 3 / 4 < Real.sin z := by
        have hs6 := Real.sin_gt_sub_cube hz0
        have hz3 := pow_pos hz0 3
        linarith
      have hcos : Real.sin z = Real.cos x := by rw [hz, Real.sin_pi_div_two_sub]
      rw [hcos] at hs
      have hc := mul_lt_mul_of_pos_left hs h4
      have hq : 0 ≤ z ^ 2 * (4 - π * z) := mul_nonneg (sq_nonneg z) (by nlinarith)
      have hxz : x = π / 2 - z := by linarith
      have e : π ^ 2 - 4 * x ^ 2 = 4 * π * (z - z ^ 3 / 4) - z ^ 2 * (4 - π * z) := by
        rw [hxz]; ring
      linarith
  · -- beyond the contact point, `sin y < y` suffices
    have hs := Real.sin_lt (x := x - π / 2) (by linarith)
    rw [Real.sin_sub_pi_div_two] at hs
    have hc := mul_lt_mul_of_pos_left (show π / 2 - x < Real.cos x by linarith) h4
    nlinarith [sq_nonneg (π - 2 * x)]
```

Both sides are even in x, so replacing x by |x| extends the strict inequality to negative arguments.

```lean
/-- The parabola `π² - 4x²` lies strictly below `4π cos x` except possibly at `x = ±π/2`. -/
theorem parabola_lt_cos {x : ℝ} (h1 : x ≠ π / 2) (h2 : x ≠ -(π / 2)) :
    π ^ 2 - 4 * x ^ 2 < 4 * π * Real.cos x := by
  have hne : |x| ≠ π / 2 := by
    intro h
    rcases abs_choice x with h' | h'
    · exact h1 (by linarith)
    · exact h2 (by linarith)
  have h := parabola_lt_cos_of_nonneg (abs_nonneg x) hne
  rwa [sq_abs, Real.cos_abs] at h
```

At x = ±π/2 both sides are zero, which gives the weak inequality everywhere.

```lean
/-- The parabola `π² - 4x²` never exceeds `4π cos x`. -/
theorem parabola_le_cos (x : ℝ) : π ^ 2 - 4 * x ^ 2 ≤ 4 * π * Real.cos x := by
  by_cases h1 : x = π / 2
  · rw [h1, Real.cos_pi_div_two]
    apply le_of_eq; ring
  by_cases h2 : x = -(π / 2)
  · rw [h2, Real.cos_neg, Real.cos_pi_div_two]
    apply le_of_eq; ring
  exact (parabola_lt_cos h1 h2).le
```

## The average gap measures the distance from the limit

Shifting the zero of energy by c multiplies the amplitude by a phase. If A(t) = 0, then

∑ p_j exp(−i (E_j − c) t) = exp(i c t) A(t) = 0,

and the real part is

∑ p_j cos((E_j − c) t) = 0.

```lean
/-- If the survival amplitude vanishes, so does the average of `cos((E_j - c) t)` for any
choice `c` of the zero of energy. -/
theorem sum_cos_eq_zero {p E : ι → ℝ} {t : ℝ} (h : amplitude p E t = 0) (c : ℝ) :
    ∑ j, p j * Real.cos ((E j - c) * t) = 0 := by
  -- shifting the zero of energy multiplies the amplitude by a phase
  have h2 : ∑ j, (p j : ℂ) * Complex.exp (((-((E j - c) * t) : ℝ) : ℂ) * Complex.I) = 0 := by
    calc _ = Complex.exp ((c : ℂ) * t * Complex.I) * amplitude p E t := by
          rw [amplitude, Finset.mul_sum]
          refine Finset.sum_congr rfl fun j _ => ?_
          rw [mul_left_comm, ← Complex.exp_add]
          congr 2
          push_cast
          ring
      _ = 0 := by rw [h, mul_zero]
  have h3 := congrArg Complex.re h2
  rw [Complex.re_sum] at h3
  simpa only [Complex.re_ofReal_mul, Complex.exp_ofReal_mul_I_re, Complex.zero_re,
    Real.cos_neg] using h3
```

Now take c = m and write x_j = (E_j − m) t. Averaging the gap over the populations gives

∑ p_j [4π cos x_j − (π² − 4x_j²)] = 0 − π² + 4t² ∑ p_j (E_j − m)² = 4(s t)² − π².

```lean
/-- When the survival amplitude vanishes, the average gap between `4π cos x` and the parabola
`π² - 4x²`, taken at the phases `x = (E_j - mean) t`, equals `4 (s t)² - π²`. -/
theorem average_gap {p E : ι → ℝ} {t : ℝ} (hp : ∀ j, 0 ≤ p j) (hsum : ∑ j, p j = 1)
    (h : amplitude p E t = 0) :
    ∑ j, p j * (4 * π * Real.cos ((E j - meanEnergy p E) * t)
      - (π ^ 2 - 4 * ((E j - meanEnergy p E) * t) ^ 2))
      = 4 * (energySpread p E * t) ^ 2 - π ^ 2 := by
  have hv : energySpread p E ^ 2 = ∑ j, p j * (E j - meanEnergy p E) ^ 2 :=
    Real.sq_sqrt (Finset.sum_nonneg fun j _ => mul_nonneg (hp j) (sq_nonneg _))
  calc _ = 4 * π * ∑ j, p j * Real.cos ((E j - meanEnergy p E) * t)
        + 4 * t ^ 2 * ∑ j, p j * (E j - meanEnergy p E) ^ 2 - π ^ 2 * ∑ j, p j := by
        simp only [Finset.mul_sum, ← Finset.sum_add_distrib, ← Finset.sum_sub_distrib]
        exact Finset.sum_congr rfl fun j _ => by ring
    _ = _ := by rw [sum_cos_eq_zero h, ← hv, hsum]; ring
```

Every term on the left is non-negative. At s t = π/2 the right side is zero, so every term vanishes. A level with p_j ≠ 0 must therefore sit at a contact point:

x_j = π/2 or x_j = −π/2.

```lean
/-- If the amplitude vanishes at `s t = π/2`, every occupied level has phase `+π/2` or `-π/2`
relative to the mean energy. -/
theorem occupied_phase {p E : ι → ℝ} {t : ℝ} (hp : ∀ j, 0 ≤ p j) (hsum : ∑ j, p j = 1)
    (h : amplitude p E t = 0) (hst : energySpread p E * t = π / 2) (j : ι) (hj : p j ≠ 0) :
    (E j - meanEnergy p E) * t = π / 2 ∨ (E j - meanEnergy p E) * t = -(π / 2) := by
  have hg := average_gap hp hsum h
  rw [hst, show 4 * (π / 2) ^ 2 - π ^ 2 = 0 by ring] at hg
  -- a vanishing sum of non-negative gaps has only vanishing terms
  have hz := (Finset.sum_eq_zero_iff_of_nonneg (fun i _ =>
    mul_nonneg (hp i) (sub_nonneg.2 (parabola_le_cos _)))).1 hg j (Finset.mem_univ j)
  have hz' := (mul_eq_zero.1 hz).resolve_left hj
  by_contra hn
  rw [not_or] at hn
  linarith [parabola_lt_cos hn.1 hn.2]
```

The proof turns on the Mathlib lemma `Finset.sum_eq_zero_iff_of_nonneg`. It says that a finite sum of non-negative terms is zero exactly when each term is zero. Its non-negativity condition is supplied by `hp` and `parabola_le_cos`; its forward direction, `.1`, turns the single equation `hg` into one equation for each level. Since p_j ≠ 0, the gap itself is zero, and `parabola_lt_cos` excludes every phase except ±π/2.

## Equal weights above and below the mean

Let P₊ and P₋ be the total populations at phases +π/2 and −π/2. The phases are measured from the mean, so

0 = ∑ p_j x_j = (π/2)(P₊ − P₋), while P₊ + P₋ = 1.

Hence P₊ = P₋ = 1/2. Lean writes each population as an `if` sum and treats the two groups separately. Here p_j ≥ 0 suffices and the energies need not be distinct, so empty and degenerate levels are allowed.

```lean
/-- If the amplitude vanishes at `s t = π/2`, the levels of phase `+π/2` carry total weight
`1/2`, and so do those of phase `-π/2`; degenerate and empty levels are allowed. -/
theorem half_weights {p E : ι → ℝ} {t : ℝ} (hp : ∀ j, 0 ≤ p j) (hsum : ∑ j, p j = 1)
    (h : amplitude p E t = 0) (hst : energySpread p E * t = π / 2) :
    (∑ j, if (E j - meanEnergy p E) * t = π / 2 then p j else 0) = 1 / 2 ∧
    (∑ j, if (E j - meanEnergy p E) * t = -(π / 2) then p j else 0) = 1 / 2 := by
  have hpi := Real.pi_pos
  have hm : ∑ j, p j * E j = meanEnergy p E := rfl
  -- the phases average to zero
  have hc : ∑ j, p j * ((E j - meanEnergy p E) * t) = 0 := by
    calc _ = t * ∑ j, p j * E j - t * meanEnergy p E * ∑ j, p j := by
          simp only [Finset.mul_sum, ← Finset.sum_sub_distrib]
          exact Finset.sum_congr rfl fun j _ => by ring
      _ = 0 := by rw [hm, hsum]; ring
  constructor
  · have hU : ∀ j, p j * ((E j - meanEnergy p E) * t) =
        π * (if (E j - meanEnergy p E) * t = π / 2 then p j else 0) - π / 2 * p j := by
      intro j
      rcases eq_or_ne (p j) 0 with h0 | h0
      · simp [h0]
      · rcases occupied_phase hp hsum h hst j h0 with hj | hj
        · rw [if_pos hj, hj]; ring
        · have hn : ¬ ((E j - meanEnergy p E) * t = π / 2) := fun h' => by linarith
          rw [if_neg hn, hj]; ring
    rw [Finset.sum_congr rfl (fun j _ => hU j), Finset.sum_sub_distrib, ← Finset.mul_sum,
      ← Finset.mul_sum, hsum] at hc
    exact mul_left_cancel₀ hpi.ne' (by linarith)
  · have hL : ∀ j, p j * ((E j - meanEnergy p E) * t) =
        π / 2 * p j - π * (if (E j - meanEnergy p E) * t = -(π / 2) then p j else 0) := by
      intro j
      rcases eq_or_ne (p j) 0 with h0 | h0
      · simp [h0]
      · rcases occupied_phase hp hsum h hst j h0 with hj | hj
        · have hn : ¬ ((E j - meanEnergy p E) * t = -(π / 2)) := fun h' => by linarith
          rw [if_neg hn, hj]; ring
        · rw [if_pos hj, hj]; ring
    rw [Finset.sum_congr rfl (fun j _ => hL j), Finset.sum_sub_distrib, ← Finset.mul_sum,
      ← Finset.mul_sum, hsum] at hc
    exact mul_left_cancel₀ hpi.ne' (by linarith)
```

## Distinct energies leave two levels

Since s ≥ 0, the condition s t = π/2 forces t > 0. Distinct energies then have distinct phases, so each group contains at most one level, and its weight of 1/2 means that it is not empty. Call the lower level a and the upper level b. Subtracting their phases gives

(E_b − E_a) t = π/2 − (−π/2) = π.

In the theorem, `hp` says that every listed level is occupied, `hE` that no energy is repeated, `h` that the overlap vanishes, and `hst` that this happens at the limit. The conclusion `∀ j, j = a ∨ j = b` is the statement that there are no other occupied levels. If an energy is degenerate, its eigenstates are first merged into one level that carries their total population; this changes neither A(t) nor s. The local facts `key` and `single` carry out the reduction of each group to one level.

```lean
/-- Equality case of the Mandelstam-Tamm limit: if distinct, occupied levels give a vanishing
amplitude at `s t = π/2`, there are exactly two levels, of weight `1/2` each, separated
by `π/t`. -/
theorem two_levels_of_equality {p E : ι → ℝ} {t : ℝ} (hp : ∀ j, 0 < p j)
    (hsum : ∑ j, p j = 1) (hE : Function.Injective E)
    (h : amplitude p E t = 0) (hst : energySpread p E * t = π / 2) :
    ∃ a b, a ≠ b ∧ (∀ j, j = a ∨ j = b) ∧ p a = 1 / 2 ∧ p b = 1 / 2 ∧ E b - E a = π / t := by
  have hpi := Real.pi_pos
  have ht : t ≠ 0 := by
    rintro rfl
    rw [mul_zero] at hst
    linarith
  have hp' : ∀ j, 0 ≤ p j := fun j => (hp j).le
  obtain ⟨hU, hL⟩ := half_weights hp' hsum h hst
  -- distinct energies have distinct phases
  have key : ∀ i j, (E i - meanEnergy p E) * t = (E j - meanEnergy p E) * t → i = j :=
    fun i j hij => hE (by linarith [mul_right_cancel₀ ht hij])
  -- a phase carrying total weight 1/2 is the phase of some level of weight 1/2
  have single : ∀ x : ℝ, (∑ j, if (E j - meanEnergy p E) * t = x then p j else 0) = 1 / 2 →
      ∃ a, (E a - meanEnergy p E) * t = x ∧ p a = 1 / 2 := by
    intro x hx
    have hex : ∃ a, (E a - meanEnergy p E) * t = x := by
      by_contra hn
      have hn' : ∀ j, ¬ ((E j - meanEnergy p E) * t = x) := fun j hj => hn ⟨j, hj⟩
      rw [Finset.sum_eq_zero (fun j _ => if_neg (hn' j))] at hx
      norm_num at hx
    obtain ⟨a, ha⟩ := hex
    refine ⟨a, ha, ?_⟩
    rw [Finset.sum_eq_single a (fun j _ hj => if_neg fun h' => hj (key j a (h'.trans ha.symm)))
      (fun h' => absurd (Finset.mem_univ a) h'), if_pos ha] at hx
    exact hx
  obtain ⟨b, hb, hpb⟩ := single _ hU
  obtain ⟨a, ha, hpa⟩ := single _ hL
  refine ⟨a, b, ?_, fun j => ?_, hpa, hpb, ?_⟩
  · rintro rfl
    linarith
  · rcases occupied_phase hp' hsum h hst j (hp j).ne' with hj | hj
    · exact Or.inr (key j b (hj.trans hb.symm))
    · exact Or.inl (key j a (hj.trans ha.symm))
  · rw [eq_div_iff ht]
    linear_combination hb - ha
```

With three or more distinct occupied levels, the amplitude therefore cannot vanish at s t = π/2. If it vanishes at some t ≥ 0, the average gap is still non-negative, which gives s t ≥ π/2, and the inequality must be strict. The sign of t is now a hypothesis, because A(−t) vanishes whenever A(t) does.

```lean
/-- With three or more distinct occupied levels, the amplitude can vanish at a time `t ≥ 0`
only if `s t` is strictly larger than `π/2`. -/
theorem strict_of_three_levels {p E : ι → ℝ} {t : ℝ} (hp : ∀ j, 0 < p j)
    (hsum : ∑ j, p j = 1) (hE : Function.Injective E) (hcard : 3 ≤ Fintype.card ι)
    (ht : 0 ≤ t) (h : amplitude p E t = 0) : π / 2 < energySpread p E * t := by
  classical
  have hpi := Real.pi_pos
  have hs : 0 ≤ energySpread p E * t := mul_nonneg (Real.sqrt_nonneg _) ht
  have hg := average_gap (fun j => (hp j).le) hsum h
  have hn : 0 ≤ 4 * (energySpread p E * t) ^ 2 - π ^ 2 := by
    rw [← hg]
    exact Finset.sum_nonneg fun j _ =>
      mul_nonneg (hp j).le (sub_nonneg.2 (parabola_le_cos _))
  have hle : π / 2 ≤ energySpread p E * t := by
    by_contra hlt
    rw [not_le] at hlt
    nlinarith
  refine lt_of_le_of_ne hle fun heq => ?_
  -- equality would leave only two levels
  obtain ⟨a, b, -, hab, -⟩ := two_levels_of_equality hp hsum hE h heq.symm
  have hsub : (Finset.univ : Finset ι) ⊆ {a, b} := fun j _ => by
    simpa using hab j
  have h2 : Fintype.card ι ≤ 2 := (Finset.card_le_card hsub).trans Finset.card_le_two
  omega

end

end MandelstamTammEquality
```

```lean
#print axioms MandelstamTammEquality.two_levels_of_equality
#print axioms MandelstamTammEquality.strict_of_three_levels
```

```
'MandelstamTammEquality.two_levels_of_equality' depends on axioms: [propext, Classical.choice, Quot.sound]
'MandelstamTammEquality.strict_of_three_levels' depends on axioms: [propext, Classical.choice, Quot.sound]
```

## The limit in a propagation code

A code that propagates a state in a finite basis under a fixed Hermitian Hamiltonian, with no absorbing potential, can record the autocorrelation function A(t). If the energies and populations from a diagonalisation give s > 0, no exact zero can occur for 0 ≤ t < π/(2s). An apparent zero in that range which the numerical tolerance cannot account for points to an error, for example in units, normalisation, diagonalisation or propagation.

For three equally populated levels at 0, ω and 2ω, with ω > 0, the first zero is at ωt = 2π/3. There s = ω√(2/3), and s t ≈ 1.71, compared with π/2 ≈ 1.57. An equal superposition of two levels with different energies reaches the limit exactly. In the two-state model of tunnelling in a symmetric double well, a particle that starts in one well is in such a state. Numerical zeros hold only to a tolerance, and the theorems do not estimate how close to two-level a state must be when it nearly meets the limit.
